# Fourier series for the potential of an infinite row of line charges

For real `x` and `y > 0`, the theorem states that the terms 2e^(−my) cos(mx)/m, over m = 1, 2, 3, …, sum to y − log(2 cosh y − 2 cos x). In electrostatics, −log(2 cosh y − 2 cos x) is, in suitable units and up to a constant, the potential of an infinite row of equal, parallel line charges spaced 2π apart, at height y above the row. The series is then what remains when the part linear in y, that of a uniformly charged sheet, is taken away. The attempt puts z = e^(−y+ix), which has modulus below 1, and doubles the real part of the Taylor series of −log(1 − z), with the closed form coming from the modulus of 1 − z.

An attempt in Lean 4 with a fault in it:

```lean
import Mathlib

open Filter Topology
open scoped Real

namespace HasSumHarmonic

noncomputable section

/-- The harmonic of order `m ≥ 1`, periodic in `x` and decaying exponentially as `y` increases. -/
def harmonic (m : ℕ) (x y : ℝ) : ℝ := 2 * Real.exp (-(m * y)) * Real.cos (m * x) / m

/-- For `y > 0`, `2 cosh y - 2 cos x` is positive. -/
lemma gap_pos (x : ℝ) {y : ℝ} (hy : 0 < y) : 0 < 2 * Real.cosh y - 2 * Real.cos x := by
  linarith [Real.one_lt_cosh.mpr hy.ne', Real.cos_le_one x]

/-- For `y > 0` the harmonics of order `1, 2, 3, ...` sum to `y - log (2 cosh y - 2 cos x)`. -/
theorem hasSum_harmonic (x : ℝ) {y : ℝ} (hy : 0 < y) :
    HasSum (fun m : ℕ => harmonic (m + 1) x y)
      (y - Real.log (2 * Real.cosh y - 2 * Real.cos x)) := by
  have h1 : ∀ z : ℂ, ‖z‖ < 1 →
      HasSum (fun m : ℕ => z ^ (m + 1) / ((m + 1 : ℕ) : ℂ)) (-Complex.log (1 - z)) := by
    intro z hz
    simpa using (hasSum_nat_add_iff' 1).mpr (Complex.hasSum_taylorSeries_neg_log hz)
  have hz : ‖Complex.exp (⟨-y, x⟩ : ℂ)‖ < 1 := by
    rw [Complex.norm_exp]
    exact Real.exp_lt_one (by simpa using hy)
  have hterm : ∀ n : ℕ, (Complex.exp (⟨-y, x⟩ : ℂ) ^ n / (n : ℂ)).re =
      Real.exp (-(n * y)) * Real.cos (n * x) / n := by
    intro n
    have hr : ((n : ℂ) * ⟨-y, x⟩).re = -(n * y) := by
      simp only [Complex.mul_re, Complex.natCast_re, Complex.natCast_im]
      ring
    have hi : ((n : ℂ) * ⟨-y, x⟩).im = n * x := by
      simp only [Complex.mul_im, Complex.natCast_re, Complex.natCast_im]
      ring
    rw [← Complex.exp_nat_mul, Complex.div_natCast_re, Complex.exp_re, hr, hi]
  -- the modulus of `1 - z` carries the closed form
  have hn : ‖1 - Complex.exp (⟨-y, x⟩ : ℂ)‖ ^ 2 =
      Real.exp (-y) * (2 * Real.cosh y - 2 * Real.cos x) := by
    have hq : Real.exp (-y) * Real.exp y = 1 := by
      rw [← Real.exp_add]
      simp
    rw [Complex.sq_norm, Complex.normSq_apply, Real.cosh_eq]
    simp only [Complex.sub_re, Complex.sub_im, Complex.one_re, Complex.one_im,
      Complex.exp_re, Complex.exp_im]
    linear_combination Real.exp (-y) ^ 2 * Real.sin_sq_add_cos_sq x - hq
  have hne : 2 * Real.cosh y - 2 * Real.cos x ≠ 0 := by
    have := gap_pos x hy
    linarith
  have hl := congrArg Real.log hn
  rw [Real.log_pow, Real.log_mul (Real.exp_pos _).ne' hne, Real.log_exp] at hl
  push_cast at hl
  have h2 := (Complex.reCLM.hasSum (h1 _ hz)).mul_left 2
  convert h2 using 1
  · funext m
    rw [Complex.reCLM_apply, hterm, harmonic]
    ring
  · rw [Complex.reCLM_apply, Complex.neg_re, Complex.log_re]
    linarith

end

end HasSumHarmonic
```

Lean reports:

```
Main.lean:27:10: error(lean.unknownIdentifier): Unknown constant `Real.exp_lt_one`
Main.lean:56:4: error: Tactic `apply` failed: could not unify the conclusion of `@funext`
  ?f = ?g
with the goal
  Real.instAddCommMonoid =
    CommRing.toNonUnitalCommRing.toNonUnitalNonAssocCommRing.toNonUnitalNonAssocSemiring.toAddCommMonoid

Note: The full type of `@funext` is
  ∀ {α : Sort ?u.217} {β : α → Sort ?u.216} {f g : (x : α) → β x}, (∀ (x : α), f x = g x) → f = g

case e'_3
x y : ℝ
hy : 0 < y
h1 : ∀ (z : ℂ), ‖z‖ < 1 → HasSum (fun m => z ^ (m + 1) / ↑(m + 1)) (-Complex.log (1 - z))
hz : ‖Complex.exp { re := -y, im := x }‖ < 1
hterm : ∀ (n : ℕ), (Complex.exp { re := -y, im := x } ^ n / ↑n).re = rexp (-(↑n * y)) * Real.cos (↑n * x) / ↑n
hn : ‖1 - Complex.exp { re := -y, im := x }‖ ^ 2 = rexp (-y) * (2 * Real.cosh y - 2 * Real.cos x)
hne : 2 * Real.cosh y - 2 * Real.cos x ≠ 0
hl : 2 * Real.log ‖1 - Complex.exp { re := -y, im := x }‖ = -y + Real.log (2 * Real.cosh y - 2 * Real.cos x)
h2 :
  HasSum (fun i => 2 * Complex.reCLM (Complex.exp { re := -y, im := x } ^ (i + 1) / ↑(i + 1)))
    (2 * Complex.reCLM (-Complex.log (1 - Complex.exp { re := -y, im := x })))
⊢ Real.instAddCommMonoid =
    CommRing.toNonUnitalCommRing.toNonUnitalNonAssocCommRing.toNonUnitalNonAssocSemiring.toAddCommMonoid
Main.lean:59:8: error: Tactic `rewrite` failed: Did not find an occurrence of the pattern
  Complex.reCLM ?z
in the target expression
  (fun m => harmonic (m + 1) x y) = fun i => 2 * Complex.reCLM (Complex.exp { re := -y, im := x } ^ (i + 1) / ↑(i + 1))

case e'_5
x y : ℝ
hy : 0 < y
h1 : ∀ (z : ℂ), ‖z‖ < 1 → HasSum (fun m => z ^ (m + 1) / ↑(m + 1)) (-Complex.log (1 - z))
hz : ‖Complex.exp { re := -y, im := x }‖ < 1
hterm : ∀ (n : ℕ), (Complex.exp { re := -y, im := x } ^ n / ↑n).re = rexp (-(↑n * y)) * Real.cos (↑n * x) / ↑n
hn : ‖1 - Complex.exp { re := -y, im := x }‖ ^ 2 = rexp (-y) * (2 * Real.cosh y - 2 * Real.cos x)
hne : 2 * Real.cosh y - 2 * Real.cos x ≠ 0
hl : 2 * Real.log ‖1 - Complex.exp { re := -y, im := x }‖ = -y + Real.log (2 * Real.cosh y - 2 * Real.cos x)
h2 :
  HasSum (fun i => 2 * Complex.reCLM (Complex.exp { re := -y, im := x } ^ (i + 1) / ↑(i + 1)))
    (2 * Complex.reCLM (-Complex.log (1 - Complex.exp { re := -y, im := x })))
⊢ (fun m => harmonic (m + 1) x y) = fun i => 2 * Complex.reCLM (Complex.exp { re := -y, im := x } ^ (i + 1) / ↑(i + 1))
Main.lean:20:59: error: unsolved goals
case e'_6
x y : ℝ
hy : 0 < y
h1 : ∀ (z : ℂ), ‖z‖ < 1 → HasSum (fun m => z ^ (m + 1) / ↑(m + 1)) (-Complex.log (1 - z))
hz : ‖Complex.exp { re := -y, im := x }‖ < 1
hterm : ∀ (n : ℕ), (Complex.exp { re := -y, im := x } ^ n / ↑n).re = rexp (-(↑n * y)) * Real.cos (↑n * x) / ↑n
hn : ‖1 - Complex.exp { re := -y, im := x }‖ ^ 2 = rexp (-y) * (2 * Real.cosh y - 2 * Real.cos x)
hne : 2 * Real.cosh y - 2 * Real.cos x ≠ 0
hl : 2 * Real.log ‖1 - Complex.exp { re := -y, im := x }‖ = -y + Real.log (2 * Real.cosh y - 2 * Real.cos x)
h2 :
  HasSum (fun i => 2 * Complex.reCLM (Complex.exp { re := -y, im := x } ^ (i + 1) / ↑(i + 1)))
    (2 * Complex.reCLM (-Complex.log (1 - Complex.exp { re := -y, im := x })))
⊢ y - Real.log (2 * Real.cosh y - 2 * Real.cos x) =
    2 * Complex.reCLM (-Complex.log (1 - Complex.exp { re := -y, im := x }))
```

This version goes through:

```diff
@@ -25,7 +25,7 @@
   have hz : ‖Complex.exp (⟨-y, x⟩ : ℂ)‖ < 1 := by
     rw [Complex.norm_exp]
-    exact Real.exp_lt_one (by simpa using hy)
-  have hterm : ∀ n : ℕ, (Complex.exp (⟨-y, x⟩ : ℂ) ^ n / (n : ℂ)).re =
-      Real.exp (-(n * y)) * Real.cos (n * x) / n := by
+    exact Real.exp_lt_one_iff.mpr (by simpa using hy)
+  have hterm : ∀ n : ℕ, 2 * Complex.reCLM (Complex.exp (⟨-y, x⟩ : ℂ) ^ n / (n : ℂ)) =
+      harmonic n x y := by
     intro n
     have hr : ((n : ℂ) * ⟨-y, x⟩).re = -(n * y) := by
@@ -35,5 +35,7 @@
       simp only [Complex.mul_im, Complex.natCast_re, Complex.natCast_im]
       ring
-    rw [← Complex.exp_nat_mul, Complex.div_natCast_re, Complex.exp_re, hr, hi]
+    rw [Complex.reCLM_apply, ← Complex.exp_nat_mul, Complex.div_natCast_re, Complex.exp_re,
+      hr, hi, harmonic]
+    ring
   -- the modulus of `1 - z` carries the closed form
   have hn : ‖1 - Complex.exp (⟨-y, x⟩ : ℂ)‖ ^ 2 =
@@ -46,17 +48,15 @@
       Complex.exp_re, Complex.exp_im]
     linear_combination Real.exp (-y) ^ 2 * Real.sin_sq_add_cos_sq x - hq
-  have hne : 2 * Real.cosh y - 2 * Real.cos x ≠ 0 := by
-    have := gap_pos x hy
+  have hl := congrArg Real.log hn
+  rw [Real.log_pow, Real.log_mul (Real.exp_pos _).ne' (gap_pos x hy).ne', Real.log_exp] at hl
+  push_cast at hl
+  have hlim : 2 * Complex.reCLM (-Complex.log (1 - Complex.exp (⟨-y, x⟩ : ℂ))) =
+      y - Real.log (2 * Real.cosh y - 2 * Real.cos x) := by
+    rw [Complex.reCLM_apply, Complex.neg_re, Complex.log_re]
     linarith
-  have hl := congrArg Real.log hn
-  rw [Real.log_pow, Real.log_mul (Real.exp_pos _).ne' hne, Real.log_exp] at hl
-  push_cast at hl
   have h2 := (Complex.reCLM.hasSum (h1 _ hz)).mul_left 2
-  convert h2 using 1
-  · funext m
-    rw [Complex.reCLM_apply, hterm, harmonic]
-    ring
-  · rw [Complex.reCLM_apply, Complex.neg_re, Complex.log_re]
-    linarith
+  rw [hlim] at h2
+  simp only [hterm] at h2
+  exact h2
 
 end
```

The first message says that no constant `Real.exp_lt_one` exists under that name; the repair uses the equivalence `Real.exp_lt_one_iff` instead.

The other three share one cause. `convert h2 using 1` left three goals, but the proof had two bullets, for the terms and the sum. The extra goal, which came first, equates two forms of the additive structure on the reals. `funext` failed on it, since it isn't an equation between functions. The second bullet then met the goal about the terms, where `rw` could not rewrite `Complex.reCLM` because its argument contains the bound variable `i`. The goal about the sum was left with no bullet.

The repair drops `convert`. It proves the equation for the sum as `hlim` and restates `hterm` to match the terms of `h2`. `rw` applies the first, and `simp only`, which can rewrite under the binder, applies the second. `exact h2` then succeeds because the two additive structures are equal by definition. Replacing `hne` with a direct use of `gap_pos` is tidying.
